# The mean vertical gap between two harmonic wells in the vibrational ground state

Take two harmonic wells of mass $m$ with the same minimum position and energy, and angular frequencies $\omega$ (ground) and $w$ (excited). Their gap is $m(w^2-\omega^2)x^2/2$, which vanishes at $x=0$. The lowest vibrational state of the ground well has $\langle x^2\rangle=\hbar/(2m\omega)$, so the average gap is $\hbar(w^2-\omega^2)/(4\omega)$. The spread in position turns a change of curvature into a change of mean energy. The theorems below add a displacement $d$ and an energy offset $D$.

```lean
import Mathlib

open MeasureTheory

namespace FranckCondonBandMean

noncomputable section
```

This loads Mathlib and opens a namespace for the definitions.

```lean
/-- The Gaussian position density `sqrt(a/π) exp(-a x²)`. -/
def gaussianDensity (a x : ℝ) : ℝ :=
  Real.sqrt (a / Real.pi) * Real.exp (-a * x ^ 2)
```

For $a>0$ and real $x$, this is the normalised density $\rho(x)=\sqrt{a/\pi}\,e^{-ax^2}$. With $a=m\omega/\hbar$ it is the ground-state probability density, an identification taken from the oscillator's known solution and not derived here. The wavefunction itself goes as $e^{-ax^2/2}$. Mistaking $e^{-ax^2}$ for the wavefunction and squaring it again would halve $\langle x^2\rangle$, and with it the frequency term.

```lean
/-- The average of a function of position over the Gaussian density. -/
def gaussianAverage (a : ℝ) (f : ℝ → ℝ) : ℝ :=
  ∫ x : ℝ, f x * gaussianDensity a x
```

This is $\langle f\rangle=\int f(x)\rho(x)\,dx$ over the real line.

```lean
/-- The excited harmonic potential (offset `D`, frequency `w`, minimum at `d`) minus the
ground harmonic potential (frequency `ω`, minimum at the origin), at position `x`. -/
def verticalGap (m ω w D d x : ℝ) : ℝ :=
  (D + m * w ^ 2 * (x - d) ^ 2 / 2) - m * ω ^ 2 * x ^ 2 / 2
```

The gap is the excited potential minus the ground potential at the same position:
$$\Delta(x)=D+\tfrac12mw^2(x-d)^2-\tfrac12m\omega^2x^2.$$
The model has one coordinate, two exactly harmonic wells and no thermal population.

```lean
/-- Every natural-number power of the position is integrable against the Gaussian density with `a >
0`. -/
theorem integrable_pow_mul_density {a : ℝ} (ha : 0 < a) (n : ℕ) :
    Integrable (fun x : ℝ => x ^ n * gaussianDensity a x) := by
  have hn : (-1 : ℝ) < (n : ℝ) := by
    have h0 : (0 : ℝ) ≤ (n : ℝ) := Nat.cast_nonneg n
    linarith
  have h := (integrable_rpow_mul_exp_neg_mul_sq ha hn).const_mul (Real.sqrt (a / Real.pi))
  refine h.congr (Filter.Eventually.of_forall fun x => ?_)
  simp only [Real.rpow_natCast, gaussianDensity]
  ring
```

The argument `ha` is the hypothesis $a>0$. Under it, every $x^n\rho$ is integrable, by a Mathlib result for powers times Gaussians. This matters because Lean assigns the value zero to the integral of a non-integrable function.

```lean
/-- The slope of the Gaussian density at `x` is `-2 a x` times the density. -/
theorem hasDerivAt_density (a x : ℝ) :
    HasDerivAt (fun y => gaussianDensity a y) (-2 * a * (x ^ 1 * gaussianDensity a x)) x := by
  have h1 : HasDerivAt (fun y : ℝ => -a * y ^ 2) (-a * (2 * x)) x :=
    ((hasDerivAt_pow 2 x).const_mul (-a)).congr_deriv (by norm_num)
  have h2 := h1.exp.const_mul (Real.sqrt (a / Real.pi))
  unfold gaussianDensity
  exact h2.congr_deriv (by ring)
```

The chain rule gives $\rho'(x)=-2ax\rho(x)$. The harmless power `x ^ 1` matches the form used for the moments.

```lean
/-- Moment recursion: the moment of order `n + 2` is `(n + 1)/(2a)` times that of order `n`. -/
theorem moment_add_two {a : ℝ} (ha : 0 < a) (n : ℕ) :
    ∫ x : ℝ, x ^ (n + 2) * gaussianDensity a x =
      ((n : ℝ) + 1) / (2 * a) * ∫ x : ℝ, x ^ n * gaussianDensity a x := by
  have hd : ∀ x : ℝ, HasDerivAt (fun y : ℝ => y ^ (n + 1) * gaussianDensity a y)
      (((n : ℝ) + 1) * (x ^ n * gaussianDensity a x)
        - 2 * a * (x ^ (n + 2) * gaussianDensity a x)) x := fun x =>
    ((hasDerivAt_pow (n + 1) x).fun_mul (hasDerivAt_density a x)).congr_deriv (by
      rw [Nat.add_sub_cancel]
      push_cast
      ring)
  have i1 := (integrable_pow_mul_density ha n).const_mul ((n : ℝ) + 1)
  have i2 := (integrable_pow_mul_density ha (n + 2)).const_mul (2 * a)
  -- the function and its derivative are both integrable, so the derivative integrates to zero
  have h := integral_eq_zero_of_hasDerivAt_of_integrable hd (i1.sub i2)
    (integrable_pow_mul_density ha (n + 1))
  rw [integral_sub i1 i2, integral_const_mul, integral_const_mul] at h
  rw [div_mul_eq_mul_div, eq_div_iff (by positivity)]
  linear_combination -h
```

Write $M_n=\int x^n\rho\,dx$. By the product rule,
$$\frac{d}{dx}\left(x^{n+1}\rho\right)=(n+1)x^n\rho-2ax^{n+2}\rho.$$
The left side integrates to zero because $x^{n+1}\rho$ tends to zero at both ends of the line, so $M_{n+2}=\frac{n+1}{2a}M_n$. In the proof, `hd` is this derivative, `h` is the vanishing integral, and the last two lines solve for $M_{n+2}$.

```lean
/-- The Gaussian average of a quartic polynomial in the position. -/
theorem gaussianAverage_quartic {a : ℝ} (ha : 0 < a) (c0 c1 c2 c3 c4 : ℝ) :
    gaussianAverage a (fun x => c0 + c1 * x + c2 * x ^ 2 + c3 * x ^ 3 + c4 * x ^ 4) =
      c0 + c2 / (2 * a) + 3 * c4 / (4 * a ^ 2) := by
  -- the moments of order zero to four
  have m0 : ∫ x : ℝ, x ^ 0 * gaussianDensity a x = 1 := by
    have h1 : a / Real.pi * (Real.pi / a) = 1 := by
      have := Real.pi_ne_zero
      field_simp
    simp only [pow_zero, one_mul, gaussianDensity]
    rw [integral_const_mul, integral_gaussian,
      ← Real.sqrt_mul (show 0 ≤ a / Real.pi by positivity), h1, Real.sqrt_one]
  have m1 : ∫ x : ℝ, x ^ 1 * gaussianDensity a x = 0 := by
    have i0 : Integrable (fun x : ℝ => gaussianDensity a x) := by
      simpa using integrable_pow_mul_density ha 0
    have h := integral_eq_zero_of_hasDerivAt_of_integrable (hasDerivAt_density a)
      ((integrable_pow_mul_density ha 1).const_mul (-2 * a)) i0
    rw [integral_const_mul] at h
    exact (mul_eq_zero.mp h).resolve_left (mul_neg_of_neg_of_pos (by norm_num) ha).ne
  have m2 : ∫ x : ℝ, x ^ 2 * gaussianDensity a x = 1 / (2 * a) :=
    (moment_add_two ha 0).trans (by rw [m0]; push_cast; ring)
  have m3 : ∫ x : ℝ, x ^ 3 * gaussianDensity a x = 0 :=
    (moment_add_two ha 1).trans (by rw [m1, mul_zero])
  have m4 : ∫ x : ℝ, x ^ 4 * gaussianDensity a x = 3 / (4 * a ^ 2) :=
    (moment_add_two ha 2).trans (by rw [m2]; push_cast; ring)
  -- integrate term by term
  have i : ∀ (n : ℕ) (c : ℝ), Integrable (fun x : ℝ => c * (x ^ n * gaussianDensity a x)) :=
    fun n c => (integrable_pow_mul_density ha n).const_mul c
  have j1 : Integrable (fun x : ℝ => c0 * (x ^ 0 * gaussianDensity a x)
      + c1 * (x ^ 1 * gaussianDensity a x)) := (i 0 c0).add (i 1 c1)
  have j2 : Integrable (fun x : ℝ => c0 * (x ^ 0 * gaussianDensity a x)
      + c1 * (x ^ 1 * gaussianDensity a x) + c2 * (x ^ 2 * gaussianDensity a x)) :=
    j1.add (i 2 c2)
  have j3 : Integrable (fun x : ℝ => c0 * (x ^ 0 * gaussianDensity a x)
      + c1 * (x ^ 1 * gaussianDensity a x) + c2 * (x ^ 2 * gaussianDensity a x)
      + c3 * (x ^ 3 * gaussianDensity a x)) := j2.add (i 3 c3)
  have e : (fun x : ℝ => (c0 + c1 * x + c2 * x ^ 2 + c3 * x ^ 3 + c4 * x ^ 4)
      * gaussianDensity a x) = fun x : ℝ => c0 * (x ^ 0 * gaussianDensity a x)
      + c1 * (x ^ 1 * gaussianDensity a x) + c2 * (x ^ 2 * gaussianDensity a x)
      + c3 * (x ^ 3 * gaussianDensity a x) + c4 * (x ^ 4 * gaussianDensity a x) := by
    funext x
    ring
  unfold gaussianAverage
  rw [e, integral_add j3 (i 4 c4), integral_add j2 (i 3 c3), integral_add j1 (i 2 c2),
    integral_add (i 0 c0) (i 1 c1)]
  simp only [integral_const_mul]
  rw [m0, m1, m2, m3, m4]
  ring
```

The Gaussian integral gives $M_0=\sqrt{a/\pi}\sqrt{\pi/a}=1$. Integrating $\rho'=-2ax\rho$ gives $0=-2aM_1$, so $M_1=0$. The recursion then yields
$$M_2=\frac1{2a},\qquad M_3=0,\qquad M_4=\frac3{2a}M_2=\frac3{4a^2}.$$
These are `m0` to `m4`. The rest of the proof splits the integral term by term, with `j1` to `j3` supplying integrability of the partial sums.

```lean
/-- The vertical gap averaged over the ground-state density is `D + m w² d²/2` plus the
frequency-change term `ħ(w² - ω²)/(4ω)`. -/
theorem mean_verticalGap {m ω hbar : ℝ} (hm : 0 < m) (hω : 0 < ω) (hh : 0 < hbar)
    (w D d : ℝ) :
    gaussianAverage (m * ω / hbar) (verticalGap m ω w D d) =
      D + m * w ^ 2 * d ^ 2 / 2 + hbar * (w ^ 2 - ω ^ 2) / (4 * ω) := by
  have ha : 0 < m * ω / hbar := by positivity
  -- the gap is a quadratic polynomial in the position
  have e : verticalGap m ω w D d = fun x => (D + m * w ^ 2 * d ^ 2 / 2)
      + (-(m * w ^ 2 * d)) * x + (m * (w ^ 2 - ω ^ 2) / 2) * x ^ 2 + 0 * x ^ 3 + 0 * x ^ 4 := by
    funext x
    unfold verticalGap
    ring
  rw [e, gaussianAverage_quartic ha]
  field_simp
  ring
```

Expanding the square gives
$$\Delta(x)=D+\tfrac12mw^2d^2-mw^2d\,x+\tfrac12m(w^2-\omega^2)x^2.$$
The linear term averages to zero, and $M_2=\hbar/(2m\omega)$, hence
$$\langle\Delta\rangle=D+\tfrac12mw^2d^2+\frac{\hbar(w^2-\omega^2)}{4\omega}.$$
In Lean, `e` is the expansion, and `field_simp` and `ring` finish the algebra. The hypotheses make $m$, $\omega$ and $\hbar$ positive; $w$ may be any real number, since only $w^2$ enters. Here `hbar` is a positive parameter with no fixed numerical value.

```lean
/-- The variance of the vertical gap over the ground-state density is the sum of a
displacement term and a frequency-change term. -/
theorem variance_verticalGap {m ω hbar : ℝ} (hm : 0 < m) (hω : 0 < ω) (hh : 0 < hbar)
    (w D d : ℝ) :
    gaussianAverage (m * ω / hbar) (fun x => (verticalGap m ω w D d x
        - gaussianAverage (m * ω / hbar) (verticalGap m ω w D d)) ^ 2) =
      m * w ^ 4 * d ^ 2 * hbar / (2 * ω)
        + hbar ^ 2 * (w ^ 2 - ω ^ 2) ^ 2 / (8 * ω ^ 2) := by
  have ha : 0 < m * ω / hbar := by positivity
  rw [mean_verticalGap hm hω hh]
  -- expand the squared deviation k + b x + c x²
  obtain ⟨k, hk⟩ : ∃ k, k = -(hbar * (w ^ 2 - ω ^ 2) / (4 * ω)) := ⟨_, rfl⟩
  have e : (fun x => (verticalGap m ω w D d x - (D + m * w ^ 2 * d ^ 2 / 2
      + hbar * (w ^ 2 - ω ^ 2) / (4 * ω))) ^ 2) = fun x => k ^ 2
      + (2 * k * (-(m * w ^ 2 * d))) * x
      + ((m * w ^ 2 * d) ^ 2 + k * (m * (w ^ 2 - ω ^ 2))) * x ^ 2
      + (-(m * w ^ 2 * d) * (m * (w ^ 2 - ω ^ 2))) * x ^ 3
      + (m * (w ^ 2 - ω ^ 2) / 2) ^ 2 * x ^ 4 := by
    funext x
    rw [hk]
    unfold verticalGap
    ring
  rw [e, gaussianAverage_quartic ha, hk]
  field_simp
  ring
```

Put $b=-mw^2d$, $c=m(w^2-\omega^2)/2$ and $k=-c/(2a)$. The deviation from the mean is $k+bx+cx^2$, and its square averages to
$$k^2+\frac{b^2+2kc}{2a}+\frac{3c^2}{4a^2}=\frac{b^2}{2a}+\frac{c^2}{2a^2}.$$
Substituting $a=m\omega/\hbar$ gives the variance
$$\frac{mw^4d^2\hbar}{2\omega}+\frac{\hbar^2(w^2-\omega^2)^2}{8\omega^2}.$$

```lean
/-- For a positive excited-state frequency, the mean gap equals the gap at the ground-state
minimum exactly when the two frequencies agree. -/
theorem mean_eq_gap_at_minimum_iff {m ω hbar w : ℝ} (hm : 0 < m) (hω : 0 < ω)
    (hh : 0 < hbar) (hw : 0 < w) (D d : ℝ) :
    gaussianAverage (m * ω / hbar) (verticalGap m ω w D d) = verticalGap m ω w D d 0 ↔
      w = ω := by
  have g0 : verticalGap m ω w D d 0 = D + m * w ^ 2 * d ^ 2 / 2 := by
    unfold verticalGap
    ring
  rw [mean_verticalGap hm hω hh, g0]
  constructor
  · intro h
    have h1 : hbar * (w ^ 2 - ω ^ 2) / (4 * ω) = 0 := by linarith
    have h2 : hbar * (w ^ 2 - ω ^ 2) = 0 :=
      (div_eq_zero_iff.mp h1).resolve_right (by positivity)
    have h3 : w ^ 2 - ω ^ 2 = 0 := (mul_eq_zero.mp h2).resolve_left hh.ne'
    have h4 : (w - ω) * (w + ω) = 0 := by linear_combination h3
    rcases mul_eq_zero.mp h4 with h5 | h5 <;> linarith
  · intro h
    rw [h]
    ring

end

end FranckCondonBandMean
```

At the ground-state minimum, $\Delta(0)=D+mw^2d^2/2$. The mean equals this exactly when $\hbar(w^2-\omega^2)/(4\omega)=0$, that is, when $(w-\omega)(w+\omega)=0$. Since $w>0$ is now assumed, the second factor is positive and $w=\omega$. The converse is substitution.

For one harmonic mode with a constant transition dipole and excitation from the vibrational ground state, a vertical excitation energy computed at the ground-state minimum therefore differs from the mean of the Franck–Condon-weighted band by the frequency term.

That link to the band involves the vibrational Hamiltonians $H_g$ and $H_e$ of the two wells, not only their potentials. Here $H_g$ and $H_e$ are the same kinetic energy operator plus the ground and the excited potential, and $\psi$ is the lowest state of $H_g$, with energy $E_0$ and $|\psi|^2=\rho$. Since $H_g\psi=E_0\psi$, the kinetic energies cancel and $(H_e-E_0)\psi=\Delta\psi$, so the transition energies from $E_0$ to the levels of $H_e$, taken with Franck–Condon weights, have the same mean and variance as $\Delta$ over $\rho$. This step is not proved in the Lean code. Formalising this argument with $H_g$ and $H_e$ as operators would involve unbounded operators and their domains, which the integrals above avoid.

```lean
#print axioms FranckCondonBandMean.mean_verticalGap
#print axioms FranckCondonBandMean.variance_verticalGap
#print axioms FranckCondonBandMean.mean_eq_gap_at_minimum_iff
```

```
'FranckCondonBandMean.mean_verticalGap' depends on axioms: [propext, Classical.choice, Quot.sound]
'FranckCondonBandMean.variance_verticalGap' depends on axioms: [propext, Classical.choice, Quot.sound]
'FranckCondonBandMean.mean_eq_gap_at_minimum_iff' depends on axioms: [propext, Classical.choice, Quot.sound]
```
